# The Troullier-Martins matching conditions have exactly one solution at given c₂ and c₄, and Kerker's at given c₂

Let $r_c$ be the core radius and let $m_0,\dots,m_{n-1}$ be natural exponents. Indices start at zero, as they do in Lean's `Fin n`. The matching matrix $D$ has entries

$$D_{kj}=\left.\frac{d^k}{dr^k}\,r^{m_j}\right|_{r=r_c},\qquad k,j=0,\dots,n-1,$$

so a row is an order of differentiation and a column is a power of $r$. The exponents are a function `m : Fin n → ℕ`, the radius is a real number `rc`, and `iteratedDeriv` is the true $k$-th derivative, with order zero meaning the value.

```lean
import Mathlib

open Matrix

namespace PseudopotentialMatching

noncomputable section

/-- The matching matrix: row `k`, column `j` holds the `k`-th derivative of `r ^ m j`
at the core radius `rc`. -/
def matchingMatrix {n : ℕ} (m : Fin n → ℕ) (rc : ℝ) : Matrix (Fin n) (Fin n) ℝ :=
  Matrix.of fun k j => iteratedDeriv (k : ℕ) (fun r : ℝ => r ^ m j) rc
```

Inside the core, the Troullier-Martins and Kerker pseudopotential constructions write $r$ times the radial pseudo-wavefunction as $u(r)=r^{l+1}e^{p(r)}$, with $l$ the angular momentum and $p$ a polynomial. The Troullier-Martins choice is

$$p(r)=c_0+c_2r^2+c_4r^4+c_6r^6+c_8r^8+c_{10}r^{10}+c_{12}r^{12}.$$

A subscript on these coefficients names the power of $r$. The unknown ones are collected in a vector with entries $c(0),\dots,c(4)$, which stand for $c_0,c_6,c_8,c_{10},c_{12}$; the given $c_2$ and $c_4$ are separate arguments.

```lean
/-- The Troullier-Martins polynomial `p(r)` in even powers up to `r ^ 12`, with `c₂`, `c₄` given
and `c` listing the coefficients of the powers 0, 6, 8, 10, 12. -/
def troullierMartinsPoly (c₂ c₄ : ℝ) (c : Fin 5 → ℝ) (r : ℝ) : ℝ :=
  c 0 + c₂ * r ^ 2 + c₄ * r ^ 4 + c 1 * r ^ 6 + c 2 * r ^ 8 + c 3 * r ^ 10 + c 4 * r ^ 12
```

The Kerker choice is $p(r)=c_0+c_2r^2+c_3r^3+c_4r^4$. Here $c_2$ is given, and $c(0),c(1),c(2)$ stand for $c_0,c_3,c_4$.

```lean
/-- The Kerker polynomial `p(r)`, with the quadratic coefficient `c₂` given and `c` listing
the coefficients of the powers 0, 3, 4. -/
def kerkerPoly (c₂ : ℝ) (c : Fin 3 → ℝ) (r : ℝ) : ℝ :=
  c 0 + c₂ * r ^ 2 + c 1 * r ^ 3 + c 2 * r ^ 4
```

The matching data are real numbers $b_k$, the required values of $p^{(k)}(r_c)$. In an application they are the derivatives at $r_c$ of $\ln\!\big(u_{\rm AE}(r)/r^{l+1}\big)$, where $u_{\rm AE}$ is $r$ times the all-electron radial wavefunction, with its sign chosen positive near $r_c$. The theorems allow arbitrary $b_k$ and contain neither a Schrödinger equation nor the wavefunction itself.

## (a) Derivatives of a single power

**Task.** Find the $k$-th derivative of $r^m$ for natural $m$ and $k$.

**Solution.** Write $(m)_k=m(m-1)\cdots(m-k+1)$ for the falling factorial, with $(m)_0=1$. The claim is

$$\frac{d^k}{dr^k}r^m=(m)_k\,r^{m-k}.$$

It holds for $k=0$. If it holds for $k$, one more derivative gives $(m)_k(m-k)\,r^{m-k-1}=(m)_{k+1}r^{m-(k+1)}$. For $k>m$ the product $(m)_k$ contains the factor zero, so the derivative vanishes.

In Lean, $(m)_k$ is `m.descFactorial k`. The exponent `m - k` is a natural-number subtraction that stops at zero, which is harmless because the prefactor is zero whenever $k>m$. The proof is the same induction, with `hasDerivAt_pow` supplying the derivative at each step.

```lean
/-- The `k`-th derivative of `r ^ m` is `m (m - 1) ⋯ (m - k + 1) r ^ (m - k)`, the prefactor
being zero for `k > m`. -/
theorem iteratedDeriv_power (m k : ℕ) :
    iteratedDeriv k (fun r : ℝ => r ^ m) =
      fun r => (m.descFactorial k : ℝ) * r ^ (m - k) := by
  induction k with
  | zero => funext r; simp
  | succ k ih =>
    funext r
    rw [iteratedDeriv_succ, ih]
    have h : HasDerivAt (fun y : ℝ => (m.descFactorial k : ℝ) * y ^ (m - k))
        ((m.descFactorial k : ℝ) * (((m - k : ℕ) : ℝ) * r ^ (m - k - 1))) r :=
      (hasDerivAt_pow (m - k) r).const_mul _
    rw [h.deriv, Nat.descFactorial_succ, Nat.cast_mul, Nat.sub_sub]
    ring
```

## (b) Derivatives of a combination of powers

**Task.** Show that the $k$-th derivative of $\sum_j c(j)\,r^{m_j}$ is $\sum_j c(j)\,\frac{d^k}{dr^k}r^{m_j}$.

**Solution.** For $k=0$ the two sides agree. Suppose that they agree for $k$. By (a) each $k$-th derivative is a constant times a power, hence differentiable, so the finite sum may be differentiated term by term. This gives the claim for $k+1$.

The Lean statement is an equality of functions, valid at every $r$. Within the induction, `step` records the differentiability of each term, and `HasDerivAt.fun_sum` differentiates the sum.

```lean
/-- Derivatives of a combination of powers are the same combination of the derivatives
of the powers. -/
theorem iteratedDeriv_power_sum {n : ℕ} (m : Fin n → ℕ) (c : Fin n → ℝ) (k : ℕ) :
    iteratedDeriv k (fun r : ℝ => ∑ j, c j * r ^ m j) =
      fun r => ∑ j, c j * iteratedDeriv k (fun s : ℝ => s ^ m j) r := by
  induction k with
  | zero => funext r; simp
  | succ k ih =>
    funext r
    rw [iteratedDeriv_succ, ih]
    have step : ∀ j, HasDerivAt (iteratedDeriv k (fun s : ℝ => s ^ m j))
        (iteratedDeriv (k + 1) (fun s : ℝ => s ^ m j) r) r := by
      intro j
      rw [iteratedDeriv_succ]
      apply DifferentiableAt.hasDerivAt
      rw [iteratedDeriv_power]
      fun_prop
    exact (HasDerivAt.fun_sum fun j _ => (step j).const_mul (c j)).deriv
```

## (c) The determinant for general exponents

**Task.** For $r_c\neq0$, show that

$$\det D=r_c^{\,\sum_j m_j-n(n-1)/2}\prod_{i<j}(m_j-m_i).$$

**Solution.** By (a), $D_{kj}=(m_j)_k\,r_c^{m_j-k}$. Multiply row $k$ by $r_c^k$:

$$r_c^k D_{kj}=(m_j)_k\,r_c^{m_j}.$$

This also holds for $k>m_j$, where both sides are zero. The right side is the matrix $F_{kj}=(m_j)_k$ with column $j$ multiplied by $r_c^{m_j}$. Taking determinants, and using $0+1+\dots+(n-1)=n(n-1)/2$,

$$r_c^{\,n(n-1)/2}\det D=r_c^{\,\sum_j m_j}\det F.$$

As a polynomial in $x$, $(x)_k$ equals $x^k$ plus lower powers. Working down from row 1, subtract from each row $k$ the combination of earlier rows that removes those lower powers. The determinant is unchanged, and the matrix becomes $m_j^k$, whose Vandermonde determinant is $\prod_{i<j}(m_j-m_i)$. Dividing by $r_c^{\,n(n-1)/2}$ gives the result.

The theorem assumes only `rc ≠ 0`; the exponents may repeat and may come in any order. The power of $r_c$ is an integer power, since repeated exponents can make it negative. The product over `Finset.Ioi i` runs over the indices $j>i$.

In the proof, `hfac` is the row-scaling identity written with diagonal matrices. Mathlib's `descPochhammer` is the falling factorial as a polynomial, and `hV` replaces the row reduction by a general lemma on monic polynomials of degree $k$. That lemma puts the points in rows, hence the transpose. The equation `hdet` is the determinant identity before the division.

```lean
/-- For `rc ≠ 0` the determinant of the matching matrix is `rc ^ (∑ m_j - n (n - 1) / 2)` times the
product of the exponent differences `m_j - m_i` over `i < j`. -/
theorem det_matchingMatrix {n : ℕ} (m : Fin n → ℕ) {rc : ℝ} (hrc : rc ≠ 0) :
    (matchingMatrix m rc).det =
      rc ^ (((∑ j, m j : ℕ) : ℤ) - ((n * (n - 1) / 2 : ℕ) : ℤ)) *
        ∏ i, ∏ j ∈ Finset.Ioi i, ((m j : ℝ) - (m i : ℝ)) := by
  -- multiplying row `k` by `rc ^ k` leaves falling factorials times `rc ^ m j`
  have hfac : Matrix.diagonal (fun k : Fin n => rc ^ (k : ℕ)) * matchingMatrix m rc =
      (Matrix.of fun i j : Fin n => (descPochhammer ℝ (j : ℕ)).eval (m i : ℝ))ᵀ *
        Matrix.diagonal (fun j => rc ^ m j) := by
    ext k j
    rw [Matrix.diagonal_mul, Matrix.mul_diagonal]
    simp only [Matrix.transpose_apply, Matrix.of_apply, descPochhammer_eval_eq_descFactorial,
      matchingMatrix, iteratedDeriv_power]
    rcases le_or_gt (k : ℕ) (m j) with h | h
    · have hp : rc ^ m j = rc ^ (k : ℕ) * rc ^ (m j - (k : ℕ)) := by
        rw [← pow_add, Nat.add_sub_cancel' h]
      rw [hp]
      ring
    · simp [Nat.descFactorial_eq_zero_iff_lt.2 h]
  -- falling factorials are monic of degree `k`, which gives the Vandermonde determinant
  have hV := Matrix.det_eval_matrixOfPolynomials_eq_det_vandermonde
    (fun i : Fin n => (m i : ℝ)) (fun j : Fin n => descPochhammer ℝ (j : ℕ))
    (fun j => descPochhammer_natDegree ℝ j) (fun j => monic_descPochhammer ℝ j)
  have hs : ∑ k : Fin n, (k : ℕ) = n * (n - 1) / 2 := by
    rw [Fin.sum_univ_eq_sum_range (fun i => i) n, Finset.sum_range_id]
  have hdet := congrArg Matrix.det hfac
  rw [Matrix.det_mul, Matrix.det_mul, Matrix.det_diagonal, Matrix.det_diagonal,
    Matrix.det_transpose, ← hV, Matrix.det_vandermonde, Finset.prod_pow_eq_pow_sum,
    Finset.prod_pow_eq_pow_sum, hs] at hdet
  rw [zpow_sub₀ hrc, zpow_natCast, zpow_natCast, div_mul_eq_mul_div,
    eq_div_iff (pow_ne_zero _ hrc)]
  linear_combination hdet
```

## (d) When the matrix is nonsingular

**Task.** For $r_c\neq0$, show that $\det D\neq0$ exactly when the exponents are distinct.

**Solution.** The power of $r_c$ in (c) is nonzero. The product of differences is zero precisely when some $m_i=m_j$ with $i<j$.

Distinctness is expressed as `Function.Injective m`. The proof turns the product back into a Vandermonde determinant, uses Mathlib's criterion for that to be nonzero, and passes between natural and real exponents.

```lean
/-- For `rc ≠ 0` the matching matrix is nonsingular exactly when the exponents are distinct. -/
theorem det_matchingMatrix_ne_zero_iff {n : ℕ} (m : Fin n → ℕ) {rc : ℝ} (hrc : rc ≠ 0) :
    (matchingMatrix m rc).det ≠ 0 ↔ Function.Injective m := by
  rw [det_matchingMatrix m hrc, ← Matrix.det_vandermonde (fun i => (m i : ℝ)),
    mul_ne_zero_iff, Matrix.det_vandermonde_ne_zero_iff]
  exact ⟨fun h i j e => h.2 (by simp [e]),
    fun h => ⟨zpow_ne_zero _ hrc, fun i j e => h (Nat.cast_injective e)⟩⟩
```

## (e) Unique matching with a fixed part

**Task.** Let $g$ be a given function, smooth enough at $r_c\neq0$, and let the exponents be distinct. Show that exactly one coefficient vector $c$ gives

$$f(r)=g(r)+\sum_j c(j)\,r^{m_j}$$

the prescribed derivatives $f^{(k)}(r_c)=b_k$ for $k=0,\dots,n-1$.

**Solution.** By (b) the conditions read

$$g^{(k)}(r_c)+\sum_j D_{kj}\,c(j)=b_k,$$

which is the linear system $Dc=d$ with $d_k=b_k-g^{(k)}(r_c)$. By (d), $D$ is invertible. Therefore $c=D^{-1}d$ is a solution, and any solution equals it after multiplication by $D^{-1}$.

The quantifier `∃!` means that there is exactly one such vector. The hypothesis `ContDiffAt ℝ n g rc` asks for $n$ continuous derivatives at $r_c$; for $n\ge1$ this is one more than the conditions use. In the proof, `key` is the linear system, `hadd` separates the derivatives of $g$ from those of the powers, and the two final bullets verify the solution $D^{-1}d$ and its uniqueness.

```lean
/-- Add to a fixed smooth function `g` a combination of `n` distinct powers of `r`: exactly one
choice of coefficients gives the sum prescribed derivatives of every order `k < n` (order zero being
the value) at a point `rc ≠ 0`. -/
theorem existsUnique_matching {n : ℕ} {m : Fin n → ℕ} (hm : Function.Injective m)
    {rc : ℝ} (hrc : rc ≠ 0) {g : ℝ → ℝ} (hg : ContDiffAt ℝ n g rc) (b : Fin n → ℝ) :
    ∃! c : Fin n → ℝ, ∀ k : Fin n,
      iteratedDeriv (k : ℕ) (fun r => g r + ∑ j, c j * r ^ m j) rc = b k := by
  have hd : IsUnit (matchingMatrix m rc).det :=
    isUnit_iff_ne_zero.mpr ((det_matchingMatrix_ne_zero_iff m hrc).2 hm)
  -- the matching conditions form a linear system with the matching matrix
  have key : ∀ (c : Fin n → ℝ) (k : Fin n),
      iteratedDeriv (k : ℕ) (fun r => g r + ∑ j, c j * r ^ m j) rc =
        iteratedDeriv (k : ℕ) g rc + (matchingMatrix m rc *ᵥ c) k := by
    intro c k
    have hgk : ContDiffAt ℝ (k : ℕ) g rc := hg.of_le (by exact_mod_cast k.2.le)
    have hp : ContDiffAt ℝ (k : ℕ) (fun r : ℝ => ∑ j, c j * r ^ m j) rc := by fun_prop
    have hadd : iteratedDeriv (k : ℕ) (fun r => g r + ∑ j, c j * r ^ m j) rc =
        iteratedDeriv (k : ℕ) g rc +
          iteratedDeriv (k : ℕ) (fun r : ℝ => ∑ j, c j * r ^ m j) rc :=
      iteratedDeriv_add hgk hp
    rw [hadd, iteratedDeriv_power_sum]
    simp only [Matrix.mulVec, dotProduct, matchingMatrix, Matrix.of_apply, mul_comm]
  simp only [key]
  refine ⟨(matchingMatrix m rc)⁻¹ *ᵥ (fun k => b k - iteratedDeriv (k : ℕ) g rc),
    fun k => ?_, fun c hc => ?_⟩
  · rw [Matrix.mulVec_mulVec, Matrix.mul_nonsing_inv _ hd, Matrix.one_mulVec]
    ring
  · have h : (fun k : Fin n => b k - iteratedDeriv (k : ℕ) g rc) =
        matchingMatrix m rc *ᵥ c := by
      funext k
      have hk := hc k
      linarith
    rw [h, Matrix.mulVec_mulVec, Matrix.nonsing_inv_mul _ hd, Matrix.one_mulVec]
```

## (f) The Troullier-Martins determinant

**Task.** Evaluate $\det D$ for the exponents $0,6,8,10,12$.

**Solution.** Let $r_c\neq0$. The exponents sum to 36 and $n(n-1)/2=10$, so the power is $r_c^{26}$. The differences, grouped by the smaller exponent, give

$$(6\cdot8\cdot10\cdot12)(2\cdot4\cdot6)(2\cdot4)(2)=5760\cdot48\cdot8\cdot2=4423680.$$

Hence $\det D=4423680\,r_c^{26}$. At $r_c=0$ the value and first four derivatives of $r^6$ all vanish, so $D$ has a zero column and the formula still holds.

The Lean theorem covers every real `rc` by the same two cases. The product of differences is evaluated over the integers by `decide +kernel` and then carried over to the reals.

```lean
/-- For the Troullier-Martins powers 0, 6, 8, 10, 12 the matching determinant is
`4423680 rc ^ 26`. -/
theorem det_troullierMartins (rc : ℝ) :
    (matchingMatrix ![0, 6, 8, 10, 12] rc).det = 4423680 * rc ^ 26 := by
  by_cases hrc : rc = 0
  · -- at the origin the column of `r ^ 6` vanishes
    subst hrc
    rw [Matrix.det_eq_zero_of_column_eq_zero 1]
    · simp
    · intro k
      simp only [matchingMatrix, Matrix.of_apply, iteratedDeriv_power]
      fin_cases k <;> simp
  · have hs : ∑ j, (![0, 6, 8, 10, 12] : Fin 5 → ℕ) j = 36 := by decide
    have hz : ∏ i : Fin 5, ∏ j ∈ Finset.Ioi i,
        (((![0, 6, 8, 10, 12] : Fin 5 → ℕ) j : ℤ) -
          ((![0, 6, 8, 10, 12] : Fin 5 → ℕ) i : ℤ)) = 4423680 := by decide +kernel
    have hr : ∏ i : Fin 5, ∏ j ∈ Finset.Ioi i,
        (((![0, 6, 8, 10, 12] : Fin 5 → ℕ) j : ℝ) -
          ((![0, 6, 8, 10, 12] : Fin 5 → ℕ) i : ℝ)) = 4423680 := by exact_mod_cast hz
    have he : ((36 : ℕ) : ℤ) - ((5 * (5 - 1) / 2 : ℕ) : ℤ) = ((26 : ℕ) : ℤ) := by norm_num
    rw [det_matchingMatrix _ hrc, hs, hr, he, zpow_natCast, mul_comm]
```

## (g) Five conditions for the Troullier-Martins polynomial

**Task.** Let $r_c>0$ and let $c_2,c_4$ be given. Show that prescribing $p(r_c),p'(r_c),\dots,p^{(4)}(r_c)$ fixes $c_0,c_6,c_8,c_{10},c_{12}$ uniquely.

**Solution.** Take $g(r)=c_2r^2+c_4r^4$ in (e). The remaining powers $0,6,8,10,12$ are distinct, so (e) applies with $n=5$.

In the full construction $c_2$ and $c_4$ are not free. They have to satisfy norm conservation, which keeps the charge inside $r_c$ equal to the all-electron value, and the requirement that the screened pseudopotential have zero curvature at the origin. Neither condition enters the theorem. For a pseudopotential generator that searches over $c_2$ and $c_4$, the result says that the inner linear solve has exactly one answer at each trial pair in exact arithmetic; it does not say that the nonlinear search succeeds.

In the proof, `e` rewrites the explicit polynomial as $g$ plus a sum over the five powers, and `by decide` checks that the exponents are distinct.

```lean
/-- Given `c₂` and `c₄`, prescribing the value and first four derivatives of the Troullier-Martins
polynomial at a radius `rc > 0` fixes `c₀, c₆, c₈, c₁₀, c₁₂` uniquely. -/
theorem troullierMartins_existsUnique {rc : ℝ} (hrc : 0 < rc) (c₂ c₄ : ℝ) (b : Fin 5 → ℝ) :
    ∃! c : Fin 5 → ℝ, ∀ k : Fin 5,
      iteratedDeriv (k : ℕ) (troullierMartinsPoly c₂ c₄ c) rc = b k := by
  have e : ∀ c : Fin 5 → ℝ, troullierMartinsPoly c₂ c₄ c = fun r =>
      (c₂ * r ^ 2 + c₄ * r ^ 4) + ∑ j, c j * r ^ (![0, 6, 8, 10, 12] : Fin 5 → ℕ) j := by
    intro c
    funext r
    simp [troullierMartinsPoly, Fin.sum_univ_five]
    ring
  simp only [e]
  exact existsUnique_matching (by decide) hrc.ne'
    (g := fun r => c₂ * r ^ 2 + c₄ * r ^ 4) (by fun_prop) b
```

## (h) Three conditions for the Kerker polynomial

**Task.** Let $r_c>0$ and let $c_2$ be given. Show that prescribing $p(r_c)$, $p'(r_c)$ and $p''(r_c)$ fixes $c_0,c_3,c_4$ uniquely.

**Solution.** The two derivative conditions are

$$3c_3r_c^2+4c_4r_c^3=b_1-2c_2r_c,\qquad 6c_3r_c+12c_4r_c^2=b_2-2c_2.$$

Eliminating one unknown at a time gives

$$c_3=\frac{3b_1-r_cb_2-4c_2r_c}{3r_c^2},\qquad c_4=\frac{r_cb_2+2c_2r_c-2b_1}{4r_c^3},$$

and the value condition then gives $c_0=b_0-c_2r_c^2-c_3r_c^3-c_4r_c^4$. Since $r_c\neq0$, each step can be reversed, so these values satisfy the three conditions and no others do.

The Lean theorem states existence and uniqueness without these formulas. Its proof applies (e) with $g(r)=c_2r^2$ and exponents $0,3,4$. Norm conservation, which selects $c_2$ in the Kerker construction, is again not part of the statement.

```lean
/-- Given the quadratic coefficient, prescribing the value and first two derivatives of the Kerker
polynomial at a radius `rc > 0` fixes its other three coefficients uniquely. -/
theorem kerker_existsUnique {rc : ℝ} (hrc : 0 < rc) (c₂ : ℝ) (b : Fin 3 → ℝ) :
    ∃! c : Fin 3 → ℝ, ∀ k : Fin 3,
      iteratedDeriv (k : ℕ) (kerkerPoly c₂ c) rc = b k := by
  have e : ∀ c : Fin 3 → ℝ, kerkerPoly c₂ c = fun r =>
      c₂ * r ^ 2 + ∑ j, c j * r ^ (![0, 3, 4] : Fin 3 → ℕ) j := by
    intro c
    funext r
    simp [kerkerPoly, Fin.sum_univ_three]
    ring
  simp only [e]
  exact existsUnique_matching (by decide) hrc.ne' (g := fun r => c₂ * r ^ 2) (by fun_prop) b

end

end PseudopotentialMatching
```

```lean
#print axioms PseudopotentialMatching.det_troullierMartins
#print axioms PseudopotentialMatching.troullierMartins_existsUnique
#print axioms PseudopotentialMatching.kerker_existsUnique
```

```
'PseudopotentialMatching.det_troullierMartins' depends on axioms: [propext, Classical.choice, Quot.sound]
'PseudopotentialMatching.troullierMartins_existsUnique' depends on axioms: [propext, Classical.choice, Quot.sound]
'PseudopotentialMatching.kerker_existsUnique' depends on axioms: [propext, Classical.choice, Quot.sound]
```
